# Binding condition of a contact exciton ($\hbar=1$): a threshold $gmQ>\pi^2$ in three dimensions with momentum cutoff $Q$, none in one dimension

**Q:** When I compute an exciton with a contact kernel, I look for its binding energy $b$ below the gap as a root of

$$1=\frac{g}{2\pi^2}L(b),\qquad L(b)=\int_0^Q\frac{k^2\,dk}{k^2/(2m)+b}.$$

Here $m$ is the reduced mass of the electron-hole pair, $g$ the strength of the attraction and $Q$ the momentum cutoff. Before the search I compare $gmQ$ with $\pi^2$: at or below that value I report no exciton. What supports this step?

**A:** A theorem for this model, with $g,m,Q>0$: the condition has exactly one solution $b>0$ if and only if $gmQ>\pi^2$. For one parabolic electron-hole pair with contact attraction, this settles whether there is a root to look for.

```lean
import Mathlib

open Real Set

namespace ContactExciton

noncomputable section

/-- The three-dimensional pair loop integral with momentum cutoff `Q`, for reduced mass `m > 0`
and binding energy `b > 0`. -/
def loop3 (m Q b : ℝ) : ℝ := ∫ k in (0 : ℝ)..Q, k ^ 2 / (k ^ 2 / (2 * m) + b)
```

**Q:** `loop3` is my $L(b)$. But an integral equal to a number is not yet an exciton. Where is the quantum mechanics?

**A:** In a separate definition, which doesn't mention the loop. It is the s-wave Schrödinger equation in momentum space, at energy $-b$ measured from the bottom of the pair continuum:

$$\frac{k^2}{2m}\psi(k)-\frac{g}{2\pi^2}\int_0^Q q^2\psi(q)\,dq=-b\,\psi(k),\qquad 0\le k\le Q.$$

The factor $1/(2\pi^2)$ is $4\pi/(2\pi)^3$, from the angular integral and the momentum measure. `Icc 0 Q` is the interval $[0,Q]$, and the first clause excludes the zero amplitude.

```lean
/-- The amplitude `ψ` is not identically zero on `[0, Q]` and solves there the s-wave Schrödinger
equation with contact attraction `g` at energy `-b`, for reduced mass `m > 0`. -/
def IsBoundState (g m Q b : ℝ) (ψ : ℝ → ℝ) : Prop :=
  (∃ k ∈ Icc 0 Q, ψ k ≠ 0) ∧ ∀ k ∈ Icc 0 Q,
    k ^ 2 / (2 * m) * ψ k - g / (2 * π ^ 2) * (∫ q in (0 : ℝ)..Q, q ^ 2 * ψ q) = -b * ψ k
```

**Q:** What do $g$ and $Q$ stand for physically? A real electron-hole attraction has a Coulomb tail.

**A:** The constant $g$ replaces the screened attraction by one number, the same for all momentum transfers. The cutoff stands for the finite range of the attraction or the finite width of the bands. Without it, $L(b)$ diverges in three dimensions. The Coulomb tail, with its Rydberg series, is absent, and so are band anisotropy and the coupling to antiresonant pairs. In three dimensions an attractive Coulomb tail binds a parabolic pair at any strength, so the threshold belongs to the contact model: a missing root doesn't rule out an exciton in the real material.

**Q:** Then derive my condition from that equation.

**A:** Write $C=\int_0^Q q^2\psi(q)\,dq$. The equation gives

$$\psi(k)=\frac{gC}{2\pi^2}\,\frac{1}{k^2/(2m)+b}.$$

If $C$ were zero, $\psi$ would vanish on $[0,Q]$, so $C\neq0$. Multiplying by $k^2$ and integrating gives $C=\frac{g}{2\pi^2}C\,L(b)$, and dividing by $C$ gives the condition.

Conversely, suppose the condition holds and take $\psi(k)=1/(k^2/(2m)+b)$. Then $(k^2/(2m)+b)\psi(k)=1=\frac{g}{2\pi^2}L(b)$, which is the wave equation.

The Lean proof has the same two halves. `hψ` is the solved amplitude, `hC0` excludes $C=0$, and `hI` is the integrated equation.

```lean
/-- For positive `m`, `Q` and `b`, a bound state at energy `-b` exists exactly when the
three-dimensional binding condition holds. -/
theorem boundState_iff_condition {g m Q b : ℝ} (hm : 0 < m) (hQ : 0 < Q) (hb : 0 < b) :
    (∃ ψ, IsBoundState g m Q b ψ) ↔ 1 = g / (2 * π ^ 2) * loop3 m Q b := by
  have hD : ∀ k : ℝ, k ^ 2 / (2 * m) + b ≠ 0 := fun k => by positivity
  constructor
  · rintro ⟨ψ, ⟨k₀, hk₀, hne⟩, h⟩
    obtain ⟨C, hC⟩ : ∃ C, C = ∫ q in (0 : ℝ)..Q, q ^ 2 * ψ q := ⟨_, rfl⟩
    simp only [← hC] at h
    -- the contact force fixes the shape of the amplitude
    have hψ : ∀ k ∈ Icc 0 Q, ψ k = g / (2 * π ^ 2) * C / (k ^ 2 / (2 * m) + b) := by
      intro k hk
      rw [eq_div_iff (hD k)]
      linear_combination h k hk
    have hC0 : C ≠ 0 := by
      intro h0
      apply hne
      rw [hψ k₀ hk₀, h0]
      simp
    have hI : C = g / (2 * π ^ 2) * C * loop3 m Q b := by
      unfold loop3
      rw [← intervalIntegral.integral_const_mul]
      refine hC.trans (intervalIntegral.integral_congr (fun q hq => ?_))
      rw [uIcc_of_le hQ.le] at hq
      show q ^ 2 * ψ q = g / (2 * π ^ 2) * C * (q ^ 2 / (q ^ 2 / (2 * m) + b))
      rw [hψ q hq]
      ring
    apply mul_left_cancel₀ hC0
    linear_combination hI
  · intro h
    refine ⟨fun k => 1 / (k ^ 2 / (2 * m) + b),
      ⟨0, ⟨le_rfl, hQ.le⟩, one_div_ne_zero (hD 0)⟩, fun k _ => ?_⟩
    have e : ∫ q in (0 : ℝ)..Q, q ^ 2 * (1 / (q ^ 2 / (2 * m) + b)) = loop3 m Q b := by
      unfold loop3
      simp only [mul_one_div]
    show k ^ 2 / (2 * m) * (1 / (k ^ 2 / (2 * m) + b)) - g / (2 * π ^ 2) *
      (∫ q in (0 : ℝ)..Q, q ^ 2 * (1 / (q ^ 2 / (2 * m) + b))) = -b * (1 / (k ^ 2 / (2 * m) + b))
    rw [e, ← h]
    linear_combination mul_one_div_cancel (hD k)
```

**Q:** That last amplitude isn't normalised.

**A:** The equation is linear, so its scale is free. With $\kappa=\sqrt{2mb}$ and the normalisation $\int_0^Q k^2\psi^2\,dk/(2\pi^2)=1$, multiply it by $N>0$, where

$$N^2=\frac{\pi^2}{m^2}\left[\frac{\arctan(Q/\kappa)}{\kappa}-\frac{Q}{Q^2+\kappa^2}\right]^{-1}.$$

**Q:** Now the threshold. Can the loop be evaluated?

**A:** Yes. With $b=\kappa^2/(2m)$ the integrand is

$$\frac{2mk^2}{k^2+\kappa^2}=2m\left(1-\frac{\kappa^2}{k^2+\kappa^2}\right),$$

and therefore

$$L=2m\left(Q-\kappa\arctan\frac{Q}{\kappa}\right).$$

Lean goes the other way: it differentiates the antiderivative, in `hd`, and applies the fundamental theorem of calculus. Continuity of the integrand supplies integrability.

```lean
/-- For positive `m` and `b`, the integrand of the three-dimensional loop is continuous in the
momentum. -/
theorem continuous_integrand {m b : ℝ} (hm : 0 < m) (hb : 0 < b) :
    Continuous fun k : ℝ => k ^ 2 / (k ^ 2 / (2 * m) + b) :=
  Continuous.div (by fun_prop) (by fun_prop) (fun k => by positivity)

/-- Closed form of the three-dimensional loop at binding energy `κ² / (2m)`, for positive `m`
and `κ`. -/
theorem loop3_closed {m κ : ℝ} (Q : ℝ) (hm : 0 < m) (hκ : 0 < κ) :
    loop3 m Q (κ ^ 2 / (2 * m)) = 2 * m * (Q - κ * arctan (Q / κ)) := by
  have hd : ∀ k ∈ uIcc 0 Q, HasDerivAt (fun k => 2 * m * (k - κ * arctan (k / κ)))
      (k ^ 2 / (k ^ 2 / (2 * m) + κ ^ 2 / (2 * m))) k := by
    intro k _
    have h1 := ((hasDerivAt_id' k).div_const κ).arctan
    refine (((hasDerivAt_id' k).fun_sub (h1.const_mul κ)).const_mul (2 * m)).congr_deriv ?_
    have e1 : 1 + (k / κ) ^ 2 = (k ^ 2 + κ ^ 2) / κ ^ 2 := by
      rw [div_pow, add_div, div_self (pow_ne_zero 2 hκ.ne')]
      ring
    have e2 : k ^ 2 / (2 * m) + κ ^ 2 / (2 * m) = (k ^ 2 + κ ^ 2) / (2 * m) := by ring
    have h0 : k ^ 2 + κ ^ 2 ≠ 0 := by positivity
    rw [e1, e2]
    field_simp
    ring
  unfold loop3
  rw [intervalIntegral.integral_eq_sub_of_hasDerivAt hd
    ((continuous_integrand hm (by positivity)).intervalIntegrable _ _)]
  simp
```

**Q:** And why does a weak attraction fail?

**A:** For $b>0$ the integrand is strictly below $2m$, so $L(b)<2mQ$. A solution therefore requires

$$1=\frac{g}{2\pi^2}L(b)<\frac{g}{2\pi^2}\,2mQ=\frac{gmQ}{\pi^2}.$$

The next lemma compares the integrand with the constant $2m$, in `hp`, and integrates the strict inequality.

```lean
/-- For positive `m`, `Q` and `b`, the loop stays strictly below `2mQ`. -/
theorem loop3_lt {m Q b : ℝ} (hm : 0 < m) (hQ : 0 < Q) (hb : 0 < b) :
    loop3 m Q b < 2 * m * Q := by
  have hp : ∀ k : ℝ, k ^ 2 / (k ^ 2 / (2 * m) + b) < 2 * m := by
    intro k
    have e : 2 * m * (k ^ 2 / (2 * m) + b) = k ^ 2 + 2 * m * b := by field_simp
    have h0 : 0 < 2 * m * b := by positivity
    rw [div_lt_iff₀ (by positivity), e]
    linarith
  have h := intervalIntegral.integral_lt_integral_of_continuousOn_of_le_of_exists_lt hQ
    (continuous_integrand hm hb).continuousOn (continuousOn_const (c := 2 * m))
    (fun k _ => (hp k).le) ⟨Q, ⟨hQ.le, le_rfl⟩, hp Q⟩
  rw [intervalIntegral.integral_const, smul_eq_mul] at h
  unfold loop3
  linarith
```

**Q:** Could a strong attraction give several roots?

**A:** No. Raising $b$ enlarges the denominator, so the integrand falls at every $k>0$ and $L$ strictly decreases. In Lean this is `StrictAntiOn` on `Ioi 0`, the positive binding energies.

```lean
/-- For positive `m` and `Q`, the loop strictly decreases as the positive binding energy grows. -/
theorem loop3_strictAnti {m Q : ℝ} (hm : 0 < m) (hQ : 0 < Q) :
    StrictAntiOn (loop3 m Q) (Ioi 0) := by
  intro b hb c hc hbc
  have hb' : 0 < b := hb
  have hle := hbc.le
  exact intervalIntegral.integral_lt_integral_of_continuousOn_of_le_of_exists_lt hQ
    (continuous_integrand hm hc).continuousOn (continuous_integrand hm hb).continuousOn
    (fun k _ => by gcongr) ⟨Q, ⟨hQ.le, le_rfl⟩, by gcongr⟩
```

**Q:** That leaves existence above the threshold.

**A:** Regard the right-hand side of the condition as a function of $\kappa$:

$$f(\kappa)=\frac{g}{2\pi^2}\,2m\left(Q-\kappa\arctan\frac{Q}{\kappa}\right).$$

It is continuous for $\kappa>0$, so two points on either side of the value 1 are enough.

For weak binding take $x=\frac{2}{\pi}\left(Q-\frac{\pi^2}{gm}\right)$, which is positive exactly when $gmQ>\pi^2$. Since $\arctan<\pi/2$, we have $x\arctan(Q/x)\le Q-\pi^2/(gm)$. The bracket in $f(x)$ is then at least $\pi^2/(gm)$, and $f(x)\ge1$.

For strong binding take $c=gQ^3/(2\pi^2)$ and $y=\sqrt{2mc}$. The integrand at $b=c$ is at most $Q^2/c$, so $L(c)\le Q^3/c$ and $f(y)\le\frac{g}{2\pi^2}\frac{Q^3}{c}=1$.

The intermediate value theorem gives a $\kappa$ between $x$ and $y$ with $f(\kappa)=1$, and $b=\kappa^2/(2m)$ is the solution. In the code these steps are `hfx`, `hfy` and `intermediate_value_uIcc`; uniqueness comes from `loop3_strictAnti`.

```lean
/-- For positive `g`, `m` and `Q`, the three-dimensional binding condition has exactly one solution
`b > 0` if and only if `g m Q > π²`. -/
theorem condition_iff_threshold {g m Q : ℝ} (hg : 0 < g) (hm : 0 < m) (hQ : 0 < Q) :
    (∃! b, 0 < b ∧ 1 = g / (2 * π ^ 2) * loop3 m Q b) ↔ π ^ 2 < g * m * Q := by
  have hπ := pi_pos
  constructor
  · rintro ⟨b, ⟨hb, h⟩, _⟩
    have h1 : 1 < g / (2 * π ^ 2) * (2 * m * Q) :=
      h.trans_lt (mul_lt_mul_of_pos_left (loop3_lt hm hQ hb) (by positivity))
    have e : g / (2 * π ^ 2) * (2 * m * Q) = g * m * Q / π ^ 2 := by field_simp
    rw [e, lt_div_iff₀ (by positivity)] at h1
    linarith
  · intro h
    let f : ℝ → ℝ := fun κ => g / (2 * π ^ 2) * (2 * m * (Q - κ * arctan (Q / κ)))
    -- weak binding: the right-hand side is at least one
    obtain ⟨x, hx, hfx⟩ : ∃ x, 0 < x ∧ 1 ≤ f x := by
      have h1 : π ^ 2 / (g * m) < Q := by
        rw [div_lt_iff₀ (by positivity)]
        linarith
      have hx : 0 < 2 / π * (Q - π ^ 2 / (g * m)) := mul_pos (by positivity) (by linarith)
      refine ⟨_, hx, ?_⟩
      have h2 := mul_le_mul_of_nonneg_left
        (arctan_lt_pi_div_two (Q / (2 / π * (Q - π ^ 2 / (g * m))))).le hx.le
      have e : 2 / π * (Q - π ^ 2 / (g * m)) * (π / 2) = Q - π ^ 2 / (g * m) := by
        field_simp
      rw [e] at h2
      calc (1 : ℝ) = g / (2 * π ^ 2) * (2 * m * (π ^ 2 / (g * m))) := by field_simp
        _ ≤ _ := mul_le_mul_of_nonneg_left
          (mul_le_mul_of_nonneg_left (by linarith) (by positivity)) (by positivity)
    -- strong binding: the right-hand side is at most one
    obtain ⟨y, hy, hfy⟩ : ∃ y, 0 < y ∧ f y ≤ 1 := by
      obtain ⟨c, hc⟩ : ∃ c, c = g * Q ^ 3 / (2 * π ^ 2) := ⟨_, rfl⟩
      have hc0 : 0 < c := by rw [hc]; positivity
      have hy : 0 < √(2 * m * c) := sqrt_pos.2 (by positivity)
      refine ⟨_, hy, ?_⟩
      have e : √(2 * m * c) ^ 2 / (2 * m) = c := by
        rw [sq_sqrt (by positivity)]
        field_simp
      have hl : loop3 m Q c ≤ ∫ _k in (0 : ℝ)..Q, Q ^ 2 / c :=
        intervalIntegral.integral_mono_on hQ.le
          ((continuous_integrand hm hc0).intervalIntegrable _ _)
          (continuous_const.intervalIntegrable _ _) (fun k hk =>
            div_le_div₀ (by positivity) (pow_le_pow_left₀ hk.1 hk.2 2) hc0
              (le_add_of_nonneg_left (by positivity)))
      rw [intervalIntegral.integral_const, smul_eq_mul, sub_zero] at hl
      show g / (2 * π ^ 2) * (2 * m * (Q - _ * arctan (Q / _))) ≤ 1
      rw [← loop3_closed Q hm hy, e]
      calc _ ≤ g / (2 * π ^ 2) * (Q * (Q ^ 2 / c)) :=
            mul_le_mul_of_nonneg_left hl (by positivity)
        _ = 1 := by rw [hc]; field_simp
    have hpos : ∀ κ ∈ uIcc x y, 0 < κ := fun κ hκ => (lt_min hx hy).trans_le hκ.1
    have hf : ContinuousOn f (uIcc x y) := by
      have h1 : ContinuousOn (fun κ : ℝ => Q / κ) (uIcc x y) :=
        continuousOn_const.div continuousOn_id (fun κ hκ => (hpos κ hκ).ne')
      have h2 : ContinuousOn (fun κ : ℝ => arctan (Q / κ)) (uIcc x y) :=
        continuous_arctan.comp_continuousOn h1
      exact continuousOn_const.mul (continuousOn_const.mul
        (continuousOn_const.sub (continuousOn_id.mul h2)))
    obtain ⟨κ, hκ, hfκ⟩ := intermediate_value_uIcc hf (mem_uIcc.2 (Or.inr ⟨hfy, hfx⟩))
    have hκ0 := hpos κ hκ
    have hb : 0 < κ ^ 2 / (2 * m) := by positivity
    have hs : 1 = g / (2 * π ^ 2) * loop3 m Q (κ ^ 2 / (2 * m)) := by
      rw [loop3_closed Q hm hκ0]
      exact hfκ.symm
    refine ⟨_, ⟨hb, hs⟩, fun c hc => (loop3_strictAnti hm hQ).injOn hc.1 hb ?_⟩
    have hg' : g / (2 * π ^ 2) ≠ 0 := by positivity
    exact mul_left_cancel₀ hg' (hc.2.symm.trans hs)
```

**Q:** The left side says `∃!`, exactly one. Below the threshold, that only denies exactly one root. There might be two.

**A:** As a reading of this statement alone, that is right. The strict bound `loop3_lt` closes the gap, because any single root already forces $gmQ>\pi^2$. Together with `boundState_iff_condition`, the same threshold decides whether the wave equation has a bound state with $b>0$.

**Q:** How does this enter an actual calculation?

**A:** Suppose $g$ is to be chosen so that the model has a given binding energy. Setting $f(\kappa)=1$ and solving for the coupling gives

$$\frac{gmQ}{\pi^2}=\frac{1}{1-\frac{\kappa}{Q}\arctan\frac{Q}{\kappa}}.$$

In units with $m=Q=1$, a binding energy $b=1/2$ means $\kappa=1$. The right side is $1/(1-\pi/4)\approx4.66$, so $g\approx46.0$, while the threshold is at $g=\pi^2\approx9.87$. If $Q$ is changed afterwards, $g$ has to be recomputed from this formula to keep $b$ fixed. When $g$ is given and $b$ is sought, $x$ and $y$ bracket the root in $\kappa$.

**Q:** And in one dimension?

**A:** There the integral converges without a cutoff. With $\kappa=\sqrt{2mb}$ again, the substitution $k=\kappa t$ gives

$$\int_{-\infty}^{\infty}\frac{dk}{k^2/(2m)+b}=\frac{2m}{\kappa^2}\,\kappa\int_{-\infty}^{\infty}\frac{dt}{1+t^2}=\frac{2\pi m}{\kappa}.$$

The condition $1=\frac{g}{2\pi}\cdot\frac{2\pi m}{\kappa}$ becomes $\kappa=gm$, so $b=\kappa^2/(2m)=mg^2/2$. Every $g>0$ gives a solution, however small. This $g$ has different units from the three-dimensional one, so the two values can't be compared directly.

In Lean, `e` rescales the integrand, `h1` changes the variable, and `h2` collects the constants into $gm/\kappa$.

```lean
/-- For positive `g` and `m`, in one dimension without cutoff, a binding energy `b > 0` solves the
binding condition exactly when `b = m g² / 2`. -/
theorem line_condition_iff {g m b : ℝ} (hg : 0 < g) (hm : 0 < m) (hb : 0 < b) :
    1 = g / (2 * π) * (∫ k : ℝ, 1 / (k ^ 2 / (2 * m) + b)) ↔ b = m * g ^ 2 / 2 := by
  have hπ := pi_pos
  obtain ⟨κ, hκ, hs⟩ : ∃ κ : ℝ, 0 < κ ∧ κ ^ 2 = 2 * m * b :=
    ⟨√(2 * m * b), sqrt_pos.2 (by positivity), sq_sqrt (by positivity)⟩
  -- rescaling the momentum by κ gives the Lorentzian integral
  have e : ∀ k : ℝ, 1 / (k ^ 2 / (2 * m) + b) = 2 * m / κ ^ 2 * (1 + (κ⁻¹ * k) ^ 2)⁻¹ := by
    intro k
    have hb' : b = κ ^ 2 / (2 * m) := by rw [hs]; field_simp
    have e1 : k ^ 2 / (2 * m) + b = κ ^ 2 / (2 * m) * (1 + (κ⁻¹ * k) ^ 2) := by
      rw [hb']
      field_simp
      ring
    rw [e1, one_div, mul_inv, inv_div]
  have h1 : ∫ k : ℝ, (1 + (κ⁻¹ * k) ^ 2)⁻¹ = |κ⁻¹⁻¹| • ∫ k : ℝ, (1 + k ^ 2)⁻¹ :=
    MeasureTheory.Measure.integral_comp_mul_left (fun k : ℝ => (1 + k ^ 2)⁻¹) κ⁻¹
  have h2 : g / (2 * π) * (2 * m / κ ^ 2 * (κ * π)) = g * m / κ := by field_simp
  simp_rw [e]
  rw [MeasureTheory.integral_const_mul, h1, integral_univ_inv_one_add_sq, inv_inv,
    abs_of_pos hκ, smul_eq_mul, h2, eq_div_iff hκ.ne', one_mul]
  constructor
  · intro h
    rw [h] at hs
    have h0 : 2 * m ≠ 0 := by positivity
    apply mul_left_cancel₀ h0
    linear_combination -hs
  · intro h
    apply (sq_eq_sq₀ hκ.le (by positivity)).1
    rw [hs, h]
    ring

end

end ContactExciton
```

```lean
#print axioms ContactExciton.boundState_iff_condition
-- 'ContactExciton.boundState_iff_condition' depends on axioms: [propext, Classical.choice, Quot.sound]
#print axioms ContactExciton.condition_iff_threshold
-- 'ContactExciton.condition_iff_threshold' depends on axioms: [propext, Classical.choice, Quot.sound]
#print axioms ContactExciton.line_condition_iff
-- 'ContactExciton.line_condition_iff' depends on axioms: [propext, Classical.choice, Quot.sound]
```

**Q:** Does that last theorem also start from a wave equation?

**A:** No, it starts from the binding condition. The bound-state definition is the three-dimensional s-wave one. In one dimension the same elimination of $C$, with measure $dk/(2\pi)$ over the whole line, leads to the condition that the theorem solves.
